# The gap L/sinh(1/g) minimises the mean-field energy

In this mean-field model with coupling g > 0 and band energies x from 0 to a finite cutoff L > 0, the energy at order parameter D is the cost D²/(2g) minus the integral of the quasiparticle energy √(x² + D²) over the band, with constant weight. The theorem `sdwGap_minimises_energy` states that no real D gives a lower energy than G = L/sinh(1/g), the positive solution of the gap equation 1 = g ∫₀ᴸ dx/√(x² + G²). The proof bounds the square root, as a function of D², by its tangent at G². It then integrates this bound over x and uses the gap equation to evaluate the term proportional to D² − G².

An attempt in Lean 4 with a fault in it:

```lean
import Mathlib

open Real Filter Topology

namespace SdwGapMinimisesEnergy

noncomputable section

/-- The integral of `1/√(x² + D²)` over band energies `0 ≤ x ≤ L`, for a gap parameter `D ≠ 0`
and a cutoff `L`. -/
def gapIntegral (L D : ℝ) : ℝ := ∫ x in (0 : ℝ)..L, 1 / √(x ^ 2 + D ^ 2)

/-- The closed form `L / sinh (1/g)` for the gap at coupling `g ≠ 0` and cutoff `L`. -/
def sdwGap (g L : ℝ) : ℝ := L / sinh (1 / g)

/-- The mean-field energy at coupling `g ≠ 0`: the cost `D²/(2g)` of the order parameter, minus
the integral of the quasiparticle energy `√(x² + D²)` over `0 ≤ x ≤ L`. -/
def meanFieldEnergy (g L D : ℝ) : ℝ :=
  D ^ 2 / (2 * g) - ∫ x in (0 : ℝ)..L, √(x ^ 2 + D ^ 2)

/-- For `D > 0` the integrand of the gap equation is continuous in the band energy. -/
theorem continuous_gapIntegrand {D : ℝ} (hD : 0 < D) :
    Continuous (fun x : ℝ => 1 / √(x ^ 2 + D ^ 2)) :=
  Continuous.div continuous_const (by fun_prop)
    (fun x => (Real.sqrt_pos.2 (by positivity)).ne')

/-- For `D > 0` the gap integral equals `arsinh (L/D)`. -/
theorem gapIntegral_eq_arsinh (L : ℝ) {D : ℝ} (hD : 0 < D) :
    gapIntegral L D = arsinh (L / D) := by
  -- `arsinh (x/D)` is an antiderivative of the integrand
  have hder : ∀ x : ℝ, HasDerivAt (fun y : ℝ => arsinh (y / D)) (1 / √(x ^ 2 + D ^ 2)) x := by
    intro x
    have hscale : √(x ^ 2 + D ^ 2) = D * √(1 + (x / D) ^ 2) := by
      have h : x ^ 2 + D ^ 2 = D ^ 2 * (1 + (x / D) ^ 2) := by
        rw [mul_add, ← mul_pow, mul_div_cancel₀ x hD.ne']
        ring
      rw [h, Real.sqrt_mul (sq_nonneg D), Real.sqrt_sq hD.le]
    have h := (Real.hasDerivAt_arsinh (x / D)).comp x ((hasDerivAt_id' x).div_const D)
    refine h.congr_deriv ?_
    rw [hscale, one_div, one_div, mul_inv, mul_comm]
  unfold gapIntegral
  rw [intervalIntegral.integral_eq_sub_of_hasDerivAt (fun x _ => hder x)
    ((continuous_gapIntegrand hD).intervalIntegrable 0 L)]
  simp

/-- The closed-form gap is positive for every coupling `g > 0` and cutoff `L > 0`. -/
theorem sdwGap_pos {g L : ℝ} (hg : 0 < g) (hL : 0 < L) : 0 < sdwGap g L :=
  div_pos hL (Real.sinh_pos_iff.2 (one_div_pos.2 hg))

/-- For every coupling `g > 0` and cutoff `L > 0`, a real number `D` is a positive solution of the
nesting gap equation if and only if `D = L / sinh (1/g)`. -/
theorem gap_equation_iff {g L : ℝ} (hg : 0 < g) (hL : 0 < L) (D : ℝ) :
    (0 < D ∧ 1 = g * gapIntegral L D) ↔ D = sdwGap g L := by
  constructor
  · rintro ⟨hD, h⟩
    rw [gapIntegral_eq_arsinh L hD] at h
    have h1 : 1 / g = arsinh (L / D) := by
      rw [div_eq_iff hg.ne', mul_comm]
      exact h
    -- apply `sinh` to both sides and solve for the gap
    rw [sdwGap, h1, Real.sinh_arsinh, div_div_cancel₀ hL.ne']
  · rintro rfl
    refine ⟨sdwGap_pos hg hL, ?_⟩
    rw [gapIntegral_eq_arsinh L (sdwGap_pos hg hL), sdwGap, div_div_cancel₀ hL.ne',
      Real.arsinh_sinh, mul_one_div_cancel hg.ne']

/-- For `g > 0` and `L > 0`, the solution of the gap equation minimises the mean-field energy
over all real values of the order parameter. -/
theorem sdwGap_minimises_energy {g L : ℝ} (hg : 0 < g) (hL : 0 < L) (D : ℝ) :
    meanFieldEnergy g L (sdwGap g L) ≤ meanFieldEnergy g L D := by
  obtain ⟨hpos, hgap⟩ := (gap_equation_iff hg hL (sdwGap g L)).2 rfl
  generalize sdwGap g L = G at *
  have hG : gapIntegral L G = 1 / g := by
    rw [eq_div_iff hg.ne', mul_comm]
    exact hgap.symm
  -- the square root lies below its tangent in the variable `D²`
  have hpt : ∀ x : ℝ, √(x ^ 2 + D ^ 2) ≤
      √(x ^ 2 + G ^ 2) + (D ^ 2 - G ^ 2) / 2 * (1 / √(x ^ 2 + G ^ 2)) := by
    intro x
    have hs0 : 0 < √(x ^ 2 + G ^ 2) := Real.sqrt_pos.2 (by positivity)
    have hs : √(x ^ 2 + G ^ 2) ^ 2 = x ^ 2 + G ^ 2 := Real.sq_sqrt (by positivity)
    have ht : √(x ^ 2 + D ^ 2) ^ 2 = x ^ 2 + D ^ 2 := Real.sq_sqrt (by positivity)
    generalize √(x ^ 2 + G ^ 2) = s at *
    generalize √(x ^ 2 + D ^ 2) = t at *
    have e : s * s⁻¹ = 1 := mul_inv_cancel₀ hs0.ne'
    have hsq : s + (D ^ 2 - G ^ 2) / 2 * (1 / s) - t = (t - s) ^ 2 / (2 * s) := by
      linear_combination (t - s) * e + s⁻¹ / 2 * hs - s⁻¹ / 2 * ht
    have hnn : 0 ≤ (t - s) ^ 2 / (2 * s) := by positivity
    linarith
  have hc : Continuous (fun x : ℝ => √(x ^ 2 + G ^ 2)) := by fun_prop
  have hcD : Continuous (fun x : ℝ => √(x ^ 2 + D ^ 2)) := by fun_prop
  have hk := (continuous_gapIntegrand hpos).const_mul ((D ^ 2 - G ^ 2) / 2)
  have hint := intervalIntegral.integral_mono_on hL.le (hcD.intervalIntegrable 0 L)
    ((hc.intervalIntegrable 0 L).add (hk.intervalIntegrable 0 L)) (fun x _ => hpt x)
  rw [intervalIntegral.integral_add (hc.intervalIntegrable 0 L) (hk.intervalIntegrable 0 L),
    intervalIntegral.integral_const_mul] at hint
  change _ ≤ _ + (D ^ 2 - G ^ 2) / 2 * gapIntegral L G at hint
  rw [hG] at hint
  have hsplit : (D ^ 2 - G ^ 2) / 2 * (1 / g) = D ^ 2 / (2 * g) - G ^ 2 / (2 * g) := by ring
  unfold meanFieldEnergy
  linarith

end

end SdwGapMinimisesEnergy
```

The error:

```
Main.lean:94:6: error: typeclass instance problem is stuck
  MeasureTheory.IsLocallyFiniteMeasure ?m.973

Note: Lean will not try to resolve this typeclass instance problem because the fourth type argument to `MeasureTheory.IsLocallyFiniteMeasure` is a metavariable. This argument must be fully determined before Lean will try to resolve the typeclass.

Hint: Adding type annotations and supplying implicit arguments to functions can give Lean more information for typeclass resolution. For example, if you have a variable `x` that you intend to be a `Nat`, but Lean reports it as having an unresolved type like `?m`, replacing `x` with `(x : Nat)` can get typeclass resolution un-stuck.
```

Cause. The error is about a missing measure. `Continuous.intervalIntegrable` holds for any locally finite measure, so a call such as `hc.intervalIntegrable 0 L` does not say which one is meant. `intervalIntegral.integral_mono_on` also leaves the measure implicit, and `hint` had no stated type that could supply it. At the marked call, whose result is passed on to `.add`, Lean therefore had to find an instance of `IsLocallyFiniteMeasure` for an unknown measure, and stopped.

The repair states the three integrability facts `hiD`, `hiG` and `hik` with `MeasureTheory.volume` in their types, so the instance can be found. It also writes out the inequality `hint`, whose integrals are with respect to the same measure and whose right-hand integrand is visibly the sum that `intervalIntegral.integral_add` splits. That rewrite now takes `hiG` and `hik`, in place of calls that again left the measure unnamed. The mathematical argument is unchanged.

The change, after which it compiles:

```diff
@@ -91,8 +91,14 @@
   have hcD : Continuous (fun x : ℝ => √(x ^ 2 + D ^ 2)) := by fun_prop
   have hk := (continuous_gapIntegrand hpos).const_mul ((D ^ 2 - G ^ 2) / 2)
-  have hint := intervalIntegral.integral_mono_on hL.le (hcD.intervalIntegrable 0 L)
-    ((hc.intervalIntegrable 0 L).add (hk.intervalIntegrable 0 L)) (fun x _ => hpt x)
-  rw [intervalIntegral.integral_add (hc.intervalIntegrable 0 L) (hk.intervalIntegrable 0 L),
-    intervalIntegral.integral_const_mul] at hint
+  have hiD : IntervalIntegrable (fun x : ℝ => √(x ^ 2 + D ^ 2)) MeasureTheory.volume 0 L :=
+    hcD.intervalIntegrable 0 L
+  have hiG : IntervalIntegrable (fun x : ℝ => √(x ^ 2 + G ^ 2)) MeasureTheory.volume 0 L :=
+    hc.intervalIntegrable 0 L
+  have hik : IntervalIntegrable (fun x : ℝ => (D ^ 2 - G ^ 2) / 2 * (1 / √(x ^ 2 + G ^ 2)))
+      MeasureTheory.volume 0 L := hk.intervalIntegrable 0 L
+  have hint : (∫ x in (0 : ℝ)..L, √(x ^ 2 + D ^ 2)) ≤ ∫ x in (0 : ℝ)..L,
+      (√(x ^ 2 + G ^ 2) + (D ^ 2 - G ^ 2) / 2 * (1 / √(x ^ 2 + G ^ 2))) :=
+    intervalIntegral.integral_mono_on hL.le hiD (hiG.add hik) (fun x _ => hpt x)
+  rw [intervalIntegral.integral_add hiG hik, intervalIntegral.integral_const_mul] at hint
   change _ ≤ _ + (D ^ 2 - G ^ 2) / 2 * gapIntegral L G at hint
   rw [hG] at hint
```
